# Gauss–Radau upper bound on a diagonal Green's function above a finite spectrum

Q: Suppose I estimate a diagonal Green's function from a few spectral moments, at a real energy $z$ above the spectrum. Without further information, I can't tell whether the estimate is too high or too low. What fixes the sign?

A: The choice of quadrature rule can. One way is to place a node at an upper bound $b$ of the spectrum, with $z>b$: under the assumptions below, the estimate is then never too low. Let the levels $E_k\le b$ carry weights $w_k\ge0$. The Green's function is the level sum of $1/(z-t)$, that is, $\sum_k w_k/(z-E_k)$. The rule has $n$ free nodes $x_i\le b$ with weights $A_i$, and a fixed node $c\ne z$ with weight $B$; later $c=b$. Assume that it reproduces the level sum of every real polynomial of degree at most $2n$. Define

$$P(t)=(t-c)\prod_i(t-x_i)^2 .$$

Its degree is $2n+1$, and $P(t)-P(z)$ vanishes at $t=z$, so it equals $(t-z)g(t)$ with $\deg g\le 2n$. Dividing by $P(z)(z-t)$ and rearranging gives

$$\frac1{z-t}=\frac{g(t)}{P(z)}+\frac{P(t)}{P(z)(z-t)} .$$

The last term vanishes at every node, so the rule sees only $g/P(z)$, on which it agrees with the level sum. Subtracting the level sum from the rule leaves

$$\text{rule}-\text{true}=\sum_k w_k\frac{(c-E_k)\prod_i(E_k-x_i)^2}{P(z)(z-E_k)} .$$

For $c=b<z$, every term is nonnegative.

Q: Which of those assumptions are in the Lean definitions?

A: Only exactness, in `RadauExact`. The signs of the level weights and the positions of the levels, the nodes and $z$ are hypotheses of the theorems.

```lean
import Mathlib

open Polynomial

namespace GaussRadauResolvent

noncomputable section

variable {ι : Type*} [Fintype ι] {n : ℕ}
```

`levelSum` is the true sum, for any finite set of levels.

```lean
/-- The weighted sum of a function `f` over the levels `E k` with weights `w k`. -/
def levelSum (w E : ι → ℝ) (f : ℝ → ℝ) : ℝ := ∑ k, w k * f (E k)
```

`radauSum` is the rule. Here `n` counts the free nodes only, so there are `n + 1` nodes in all. Their weights may have either sign, and nodes may coincide.

```lean
/-- The quadrature rule with free nodes `x i` of weight `A i` and a fixed node `c` of
weight `B`. -/
def radauSum (A x : Fin n → ℝ) (B c : ℝ) (f : ℝ → ℝ) : ℝ :=
  ∑ i, A i * f (x i) + B * f c
```

`RadauExact` is the moment condition: the rule matches the spectral moments of orders $0$ to $2n$.

```lean
/-- The rule with `n` free nodes and one fixed node reproduces the weighted level sum of every
real polynomial of degree at most `2n`. -/
def RadauExact (w E : ι → ℝ) (A x : Fin n → ℝ) (B c : ℝ) : Prop :=
  ∀ p : ℝ[X], p.natDegree ≤ 2 * n →
    levelSum w E (fun t => p.eval t) = radauSum A x B c (fun t => p.eval t)
```

Q: So exactness is assumed. Can it be met, and who supplies the rule?

A: You do. In practice the rule might come from a Lanczos recursion with a modified last diagonal entry; showing that its output satisfies `RadauExact` is the step left to you. An explicit example appears below.

Q: Where does the hand derivation enter?

A: First come $P$, its values and its degree bound.

```lean
/-- The polynomial with a simple zero at the fixed node and a double zero at each free node. -/
def radauPoly (x : Fin n → ℝ) (c : ℝ) : ℝ[X] := (X - C c) * ∏ i, (X - C (x i)) ^ 2

theorem eval_radauPoly (x : Fin n → ℝ) (c t : ℝ) :
    (radauPoly x c).eval t = (t - c) * ∏ i, (t - x i) ^ 2 := by
  simp [radauPoly, eval_prod]

theorem natDegree_radauPoly_le (x : Fin n → ℝ) (c : ℝ) :
    (radauPoly x c).natDegree ≤ 2 * n + 1 := by
  have h1 : (∏ i, (X - C (x i)) ^ 2 : ℝ[X]).natDegree ≤ ∑ _i : Fin n, 2 := by
    refine (natDegree_prod_le _ _).trans (Finset.sum_le_sum fun i _ => ?_)
    rw [natDegree_pow, natDegree_X_sub_C]
  have h2 : ∑ _i : Fin n, 2 = n * 2 := by simp
  have h3 := natDegree_mul_le (p := X - C c) (q := ∏ i, (X - C (x i)) ^ 2)
  rw [natDegree_X_sub_C] at h3
  unfold radauPoly
  omega
```

Next comes $g$. The factor theorem supplies it, and comparing degrees bounds its own.

```lean
/-- The difference `p(t) - p(z)` is `t - z` times a polynomial in `t` whose degree is at most
`m` when that of `p` is at most `m + 1`. -/
theorem exists_divided_difference (p : ℝ[X]) (z : ℝ) {m : ℕ} (hp : p.natDegree ≤ m + 1) :
    ∃ g : ℝ[X], g.natDegree ≤ m ∧ ∀ t, p.eval t - p.eval z = (t - z) * g.eval t := by
  have hroot : X - C z ∣ p - C (p.eval z) := dvd_iff_isRoot.2 (by simp [IsRoot])
  obtain ⟨g, hg⟩ := hroot
  refine ⟨g, ?_, fun t => ?_⟩
  · by_cases h0 : g = 0
    · simp [h0]
    · have h1 := congrArg natDegree hg
      rw [natDegree_sub_C, natDegree_mul (X_sub_C_ne_zero z) h0, natDegree_X_sub_C] at h1
      omega
  · have h1 := congrArg (eval t) hg
    simpa using h1
```

The error formula follows. In its proof, `key` is the split of $1/(z-t)$, `hnode` removes the remainder at a node, and `hR` applies this to the whole rule. Then `h g hg` invokes exactness on $g$.

```lean
/-- Exact quadrature error for the resolvent function `1/(z - t)`, for a rule exact up to degree
`2n` and a point `z` that is neither a node nor a level. -/
theorem radau_error {w E : ι → ℝ} {A x : Fin n → ℝ} {B c z : ℝ}
    (h : RadauExact w E A x B c) (hc : z ≠ c) (hx : ∀ i, z ≠ x i) (hE : ∀ k, z ≠ E k) :
    radauSum A x B c (fun t => 1 / (z - t)) - levelSum w E (fun t => 1 / (z - t)) =
      ∑ k, w k * (((c - E k) * ∏ i, (E k - x i) ^ 2) /
        (((z - c) * ∏ i, (z - x i) ^ 2) * (z - E k))) := by
  obtain ⟨g, hg, hgz⟩ := exists_divided_difference _ z (natDegree_radauPoly_le x c)
  have hD : (radauPoly x c).eval z ≠ 0 := by
    rw [eval_radauPoly]
    exact mul_ne_zero (sub_ne_zero.2 hc)
      (Finset.prod_ne_zero_iff.2 fun i _ => pow_ne_zero 2 (sub_ne_zero.2 (hx i)))
  -- split the resolvent into a polynomial and a remainder that vanishes at the nodes
  have key : ∀ t, z ≠ t → 1 / (z - t) = g.eval t / (radauPoly x c).eval z +
      (radauPoly x c).eval t / ((radauPoly x c).eval z * (z - t)) := by
    intro t ht
    have hz := sub_ne_zero.2 ht
    rw [div_add_div _ _ hD (mul_ne_zero hD hz),
      div_eq_div_iff hz (mul_ne_zero hD (mul_ne_zero hD hz))]
    linear_combination (-((radauPoly x c).eval z * (z - t))) * hgz t
  have hnode : ∀ t, z ≠ t → (radauPoly x c).eval t = 0 →
      1 / (z - t) = g.eval t / (radauPoly x c).eval z := by
    intro t ht h0
    rw [key t ht, h0, zero_div, add_zero]
  have hPc : (radauPoly x c).eval c = 0 := by rw [eval_radauPoly, sub_self, zero_mul]
  have hPx : ∀ i, (radauPoly x c).eval (x i) = 0 := fun i => by
    have hp : ∏ j, (x i - x j) ^ 2 = 0 := Finset.prod_eq_zero (Finset.mem_univ i) (by simp)
    rw [eval_radauPoly, hp, mul_zero]
  have hR : radauSum A x B c (fun t => 1 / (z - t)) =
      radauSum A x B c (fun t => g.eval t) / (radauPoly x c).eval z := by
    simp only [radauSum]
    rw [hnode c hc hPc, add_div, Finset.sum_div]
    congr 1
    · refine Finset.sum_congr rfl fun i _ => ?_
      rw [hnode (x i) (hx i) (hPx i)]
      ring
    · ring
  -- exactness replaces the rule by the level sum on the polynomial part
  rw [hR, ← h g hg]
  simp only [levelSum]
  rw [Finset.sum_div, ← Finset.sum_sub_distrib]
  refine Finset.sum_congr rfl fun k _ => ?_
  rw [key (E k) (hE k), eval_radauPoly x c z, eval_radauPoly x c (E k)]
  ring
```

Q: And the sign?

A: `gauss_radau_upper` sets $c=b$ and checks the sign factor by factor.

```lean
/-- Gauss-Radau resolvent bound: for nonnegative weights, levels and free nodes not above `b`,
and a rule with fixed node `b` exact up to degree `2n`, the rule bounds the weighted sum of
`1/(z - E)` from above for every `z > b`. -/
theorem gauss_radau_upper {w E : ι → ℝ} {A x : Fin n → ℝ} {B b z : ℝ}
    (h : RadauExact w E A x B b) (hw : ∀ k, 0 ≤ w k) (hE : ∀ k, E k ≤ b)
    (hx : ∀ i, x i ≤ b) (hz : b < z) :
    levelSum w E (fun t => 1 / (z - t)) ≤ radauSum A x B b (fun t => 1 / (z - t)) := by
  rw [← sub_nonneg, radau_error h hz.ne' (fun i => ((hx i).trans_lt hz).ne')
    (fun k => ((hE k).trans_lt hz).ne')]
  exact Finset.sum_nonneg fun k _ => mul_nonneg (hw k) (div_nonneg
    (mul_nonneg (sub_nonneg.2 (hE k)) (Finset.prod_nonneg fun _ _ => sq_nonneg _))
    (mul_nonneg (mul_nonneg (sub_nonneg.2 hz.le) (Finset.prod_nonneg fun _ _ => sq_nonneg _))
      (sub_nonneg.2 ((hE k).trans hz.le))))
```

A sum of nonnegative terms vanishes only if each term does. Equality therefore means that every level of nonzero weight sits on a node.

```lean
/-- Under the hypotheses of the upper bound, equality holds exactly when every level of nonzero
weight coincides with a node of the rule. -/
theorem gauss_radau_eq_iff {w E : ι → ℝ} {A x : Fin n → ℝ} {B b z : ℝ}
    (h : RadauExact w E A x B b) (hw : ∀ k, 0 ≤ w k) (hE : ∀ k, E k ≤ b)
    (hx : ∀ i, x i ≤ b) (hz : b < z) :
    levelSum w E (fun t => 1 / (z - t)) = radauSum A x B b (fun t => 1 / (z - t)) ↔
      ∀ k, w k = 0 ∨ E k = b ∨ ∃ i, E k = x i := by
  have hzx : ∀ i, z ≠ x i := fun i => ((hx i).trans_lt hz).ne'
  have hzE : ∀ k, z ≠ E k := fun k => ((hE k).trans_lt hz).ne'
  rw [@eq_comm _ (levelSum w E _), ← sub_eq_zero, radau_error h hz.ne' hzx hzE,
    Finset.sum_eq_zero_iff_of_nonneg (fun k _ => mul_nonneg (hw k) (div_nonneg
      (mul_nonneg (sub_nonneg.2 (hE k)) (Finset.prod_nonneg fun _ _ => sq_nonneg _))
      (mul_nonneg (mul_nonneg (sub_nonneg.2 hz.le)
        (Finset.prod_nonneg fun _ _ => sq_nonneg _)) (sub_nonneg.2 ((hE k).trans hz.le)))))]
  refine ⟨fun h0 k => ?_, fun h0 k _ => ?_⟩
  · rcases mul_eq_zero.1 (h0 k (Finset.mem_univ k)) with h1 | h1
    · exact Or.inl h1
    have hden : ((z - b) * ∏ i, (z - x i) ^ 2) * (z - E k) ≠ 0 :=
      mul_ne_zero (mul_ne_zero (sub_ne_zero.2 hz.ne') (Finset.prod_ne_zero_iff.2
        fun i _ => pow_ne_zero 2 (sub_ne_zero.2 (hzx i)))) (sub_ne_zero.2 (hzE k))
    rcases mul_eq_zero.1 ((div_eq_zero_iff.1 h1).resolve_right hden) with h2 | h2
    · exact Or.inr (Or.inl (sub_eq_zero.1 h2).symm)
    · obtain ⟨i, _, hi⟩ := Finset.prod_eq_zero_iff.1 h2
      exact Or.inr (Or.inr ⟨i, sub_eq_zero.1 ((pow_eq_zero_iff two_ne_zero).1 hi)⟩)
  · rcases h0 k with h1 | h1 | ⟨i, h1⟩
    · rw [h1, zero_mul]
    · rw [h1, sub_self, zero_mul, zero_div, mul_zero]
    · have hp : ∏ j, (E k - x j) ^ 2 = 0 :=
        Finset.prod_eq_zero (Finset.mem_univ i) (by simp [h1])
      rw [hp, mul_zero, zero_div, mul_zero]
```

With the fixed node $a$ at or below all levels, $a-E_k\le0$ reverses the sign. The theorem again takes $z$ above all levels and nodes.

```lean
/-- For nonnegative weights and a rule exact up to degree `2n` whose fixed node `a` lies at or
below all levels, the rule bounds the weighted sum of `1/(z - E)` from below for every `z` above
all levels and nodes. -/
theorem gauss_radau_lower {w E : ι → ℝ} {A x : Fin n → ℝ} {B a z : ℝ}
    (h : RadauExact w E A x B a) (hw : ∀ k, 0 ≤ w k) (hE : ∀ k, a ≤ E k)
    (hEz : ∀ k, E k < z) (hx : ∀ i, x i < z) (hz : a < z) :
    radauSum A x B a (fun t => 1 / (z - t)) ≤ levelSum w E (fun t => 1 / (z - t)) := by
  rw [← sub_nonpos, radau_error h hz.ne' (fun i => (hx i).ne') (fun k => (hEz k).ne')]
  exact Finset.sum_nonpos fun k _ => mul_nonpos_of_nonneg_of_nonpos (hw k)
    (div_nonpos_of_nonpos_of_nonneg
      (mul_nonpos_of_nonpos_of_nonneg (sub_nonpos.2 (hE k))
        (Finset.prod_nonneg fun _ _ => sq_nonneg _))
      (mul_nonneg (mul_nonneg (sub_nonneg.2 hz.le) (Finset.prod_nonneg fun _ _ => sq_nonneg _))
        (sub_nonneg.2 (hEz k).le)))
```

The same argument also handles the plain Gauss rule, with $n\ge1$ nodes below $z$, no fixed node and exactness to degree $2n-1$. Taking $P=\prod_i(t-x_i)^2$ shows that it bounds the sum from below when all levels lie below $z$.

Q: Now the example.

A: Three levels and one free node. Expanding a quadratic in its coefficients reduces exactness to three moments: $4$, $0$ and $2$.

```lean
/-- Levels `-1, 0, 1` with weights `1, 2, 1` are integrated exactly up to degree 2 by the free
node `-1/2` of weight `8/3` and the fixed node `1` of weight `4/3`. -/
theorem radauExact_witness :
    RadauExact ![1, 2, 1] ![-1, 0, 1] (![8 / 3] : Fin 1 → ℝ) ![-1 / 2] (4 / 3) 1 := by
  intro p hp
  have he : ∀ t, p.eval t = p.coeff 0 + p.coeff 1 * t + p.coeff 2 * t ^ 2 := fun t => by
    rw [eval_eq_sum_range' (show p.natDegree < 3 by omega)]
    simp [Finset.sum_range_succ]
  simp only [levelSum, radauSum, he, Fin.sum_univ_three, Fin.sum_univ_one,
    Matrix.cons_val_zero, Matrix.cons_val_one, Matrix.cons_val]
  ring
```

At $z=2$ the true sum is $7/3$ and the rule gives $12/5$. Divided by the total weight $4$, these are $7/12$ and $3/5$.

Q: My object is $\langle v,(z-H)^{-1}v\rangle$, not a list of levels.

A: For Hermitian $H$ on a finite-dimensional complex space, let $\varphi_k$ be orthonormal eigenvectors with energies $E_k$. The weights are $|\langle\varphi_k,v\rangle|^2$.

```lean
variable {V : Type*} [NormedAddCommGroup V] [InnerProductSpace ℂ V] [FiniteDimensional ℂ V]
  {H : V →ₗ[ℂ] V} {d : ℕ}

/-- The squared modulus of the inner product of the vector `v` with the `k`-th vector of an
orthonormal eigenbasis of a Hermitian `H`. -/
def spectralWeight (hH : H.IsSymmetric) (hd : Module.finrank ℂ V = d) (v : V) (k : Fin d) : ℝ :=
  ‖inner ℂ (hH.eigenvectorBasis hd k) v‖ ^ 2
```

The resolvent enters through a solution $u$ of $(z-H)u=v$. Projecting on $\varphi_k$ gives $(z-E_k)\langle\varphi_k,u\rangle=\langle\varphi_k,v\rangle$, so

$$\langle v,u\rangle=\sum_k\frac{|\langle\varphi_k,v\rangle|^2}{z-E_k}.$$

In the proof, `h2` is the projected equation and `h3` permits the division.

```lean
/-- If `(z - H) u = v` for a Hermitian `H` and a real `z` that is not an eigenvalue, then the
diagonal Green's function `⟨v, u⟩` is the spectrally weighted sum of `1/(z - E)`. -/
theorem green_eq_levelSum (hH : H.IsSymmetric) (hd : Module.finrank ℂ V = d) {u v : V} {z : ℝ}
    (hz : ∀ k, z ≠ hH.eigenvalues hd k) (hu : (z : ℂ) • u - H u = v) :
    inner ℂ v u =
      ((levelSum (spectralWeight hH hd v) (hH.eigenvalues hd) fun t => 1 / (z - t) : ℝ) : ℂ) := by
  rw [← (hH.eigenvectorBasis hd).sum_inner_mul_inner v u, levelSum, Complex.ofReal_sum]
  refine Finset.sum_congr rfl fun k _ => ?_
  have h1 : H (hH.eigenvectorBasis hd k) =
      ((hH.eigenvalues hd k : ℝ) : ℂ) • hH.eigenvectorBasis hd k :=
    hH.apply_eigenvectorBasis hd k
  -- in the eigenbasis the linear equation is diagonal
  have h2 : inner ℂ (hH.eigenvectorBasis hd k) v =
      ((z : ℂ) - (hH.eigenvalues hd k : ℝ)) * inner ℂ (hH.eigenvectorBasis hd k) u := by
    rw [← hu, inner_sub_right, inner_smul_right, ← hH (hH.eigenvectorBasis hd k) u, h1,
      inner_smul_left, Complex.conj_ofReal]
    ring
  have h3 : (z : ℂ) - (hH.eigenvalues hd k : ℝ) ≠ 0 :=
    sub_ne_zero.2 fun h => hz k (Complex.ofReal_injective h)
  have h4 := Complex.conj_mul' (inner ℂ (hH.eigenvectorBasis hd k) v)
  rw [inner_conj_symm] at h4
  simp only [spectralWeight]
  push_cast
  rw [← h4, mul_one_div, eq_div_iff h3, h2]
  ring
```

The vector $v$ need not be normalised. For $v\ne0$, divide both sides of the bound by $\|v\|^2$ to get the bound for the normalised state.

Q: What does this give an electronic-structure calculation?

A: In a finite basis, a one-sided bound on a diagonal Green's function at real energies above $b$; it says nothing about energies inside the spectrum, where the density of states is read off. The final theorem inserts the spectral weights into `gauss_radau_upper`. It takes the real part only to compare real numbers, since $\langle v,u\rangle$ is already real.

```lean
/-- For a Hermitian `H` with spectrum and free nodes not above `b`, a rule with fixed node `b`
exact up to degree `2n` for the spectral weights of `v` bounds the Green's function `⟨v, u⟩`,
`(z - H) u = v`, from above for every `z > b`. -/
theorem green_le_radau (hH : H.IsSymmetric) (hd : Module.finrank ℂ V = d) {u v : V}
    {A x : Fin n → ℝ} {B b z : ℝ}
    (h : RadauExact (spectralWeight hH hd v) (hH.eigenvalues hd) A x B b)
    (hE : ∀ k, hH.eigenvalues hd k ≤ b) (hx : ∀ i, x i ≤ b) (hz : b < z)
    (hu : (z : ℂ) • u - H u = v) :
    (inner ℂ v u).re ≤ radauSum A x B b (fun t => 1 / (z - t)) := by
  rw [green_eq_levelSum hH hd (fun k => ((hE k).trans_lt hz).ne') hu, Complex.ofReal_re]
  exact gauss_radau_upper h (fun _ => sq_nonneg _) hE hx hz

end

end GaussRadauResolvent
```

```lean
#print axioms GaussRadauResolvent.gauss_radau_upper
-- 'GaussRadauResolvent.gauss_radau_upper' depends on axioms: [propext, Classical.choice, Quot.sound]
#print axioms GaussRadauResolvent.gauss_radau_eq_iff
-- 'GaussRadauResolvent.gauss_radau_eq_iff' depends on axioms: [propext, Classical.choice, Quot.sound]
#print axioms GaussRadauResolvent.gauss_radau_lower
-- 'GaussRadauResolvent.gauss_radau_lower' depends on axioms: [propext, Classical.choice, Quot.sound]
#print axioms GaussRadauResolvent.green_le_radau
-- 'GaussRadauResolvent.green_le_radau' depends on axioms: [propext, Classical.choice, Quot.sound]
```
